# The exchange energy of a spherical two-electron singlet as −∫₀^∞ ((r v)′)² dr, with v the exchange potential

The declaration `exchangeEnergy_eq_field` states that the exchange energy (1/2) ∫ 4π r² n v dr of a radial density n in its exchange potential v equals −∫ g² dr, where g = (r v)′ and both integrals run over r > 0. The potential obeys the two-electron exchange Poisson equation (r v)″ = 2π r n; v and g are bounded, r g vanishes at infinity, and r² n v, r² n g and g² are integrable. The density need not be non-negative or integrate to two electrons. The attempt integrates the derivative of r v g, which is g² + 2π r² n v, over the half-line, where it should give zero, and then solves for the energy.

Lean 4 with Mathlib refuses this proof:

```lean
import Mathlib

open MeasureTheory Set Filter
open scoped Real Topology

namespace ExchangeEnergyEqField

noncomputable section

/-- The exchange energy `(1/2) ∫ 4π r² n v dr` of a radial density `n` in the potential `v`. -/
def exchangeEnergy (n v : ℝ → ℝ) : ℝ :=
  1 / 2 * ∫ r in Ioi (0 : ℝ), 4 * π * (r ^ 2 * n r * v r)

/-- The potential `v` solves the two-electron exchange Poisson equation `(r v)'' = 2π r n`, where
`v` and `g = (r v)'` are bounded, `r g` vanishes at infinity, and `r² n v`, `r² n g` and `g²` are
integrable, all on `r > 0`. -/
structure IsExchangePair (n v g : ℝ → ℝ) : Prop where
  slope : ∀ r, 0 < r → HasDerivAt (fun s => s * v s) (g r) r
  poisson : ∀ r, 0 < r → HasDerivAt g (2 * π * r * n r) r
  bounded : ∃ C, ∀ r, 0 < r → |v r| ≤ C ∧ |g r| ≤ C
  decay : Tendsto (fun r => r * g r) atTop (𝓝 0)
  int_nv : IntegrableOn (fun r => r ^ 2 * n r * v r) (Ioi 0)
  int_ng : IntegrableOn (fun r => r ^ 2 * n r * g r) (Ioi 0)
  int_gg : IntegrableOn (fun r => g r * g r) (Ioi 0)

/-- The derivative of `r w g` integrates to zero if it is integrable, `w` and `g` are bounded and
`r g` vanishes at infinity. -/
theorem integral_total_derivative {w g F' : ℝ → ℝ} {C : ℝ}
    (hw : ∀ r, 0 < r → |w r| ≤ C) (hg : ∀ r, 0 < r → |g r| ≤ C)
    (hinf : Tendsto (fun r => r * g r) atTop (𝓝 0))
    (hi : IntegrableOn F' (Ioi 0))
    (hd : ∀ r, 0 < r → HasDerivAt (fun s => s * w s * g s) (F' r) r) :
    ∫ r in Ioi (0 : ℝ), F' r = 0 := by
  have h0 : Tendsto (fun s => s * w s * g s) (𝓝[>] 0) (𝓝 0) := by
    have h : Tendsto (fun s : ℝ => s * (C * C)) (𝓝 0) (𝓝 (0 * (C * C))) :=
      tendsto_id.mul_const _
    rw [zero_mul] at h
    refine squeeze_zero_norm' ?_ (h.mono_left nhdsWithin_le_nhds)
    filter_upwards [self_mem_nhdsWithin] with s hs
    have hs' : 0 < s := hs
    rw [mul_assoc, Real.norm_eq_abs, abs_mul, abs_mul, abs_of_pos hs']
    exact mul_le_mul_of_nonneg_left (mul_le_mul (hw s hs') (hg s hs') (abs_nonneg _)
      ((abs_nonneg _).trans (hw s hs'))) hs'.le
  have h1 : Tendsto (fun s => s * w s * g s) atTop (𝓝 0) := by
    have h := hinf.abs.mul_const C
    rw [abs_zero, zero_mul] at h
    refine squeeze_zero_norm' ?_ h
    filter_upwards [eventually_gt_atTop (0 : ℝ)] with s hs
    rw [show s * w s * g s = s * g s * w s by ring, Real.norm_eq_abs, abs_mul (s * g s)]
    exact mul_le_mul_of_nonneg_left (hw s hs) (abs_nonneg _)
  have hc : ContinuousWithinAt (fun s => s * w s * g s) (Ioi 0) 0 := by
    show Tendsto (fun s => s * w s * g s) (𝓝[>] 0) (𝓝 (0 * w 0 * g 0))
    rw [show 0 * w 0 * g 0 = 0 by ring]
    exact h0
  exact (integral_Ioi_of_hasDerivAt_of_tendsto (continuousWithinAt_Ioi_iff_Ici.1 hc)
    hd hi h1).trans (by simp)

/-- For an exchange pair, the exchange energy is minus the integral of `((r v)')²`. -/
theorem exchangeEnergy_eq_field {n v g : ℝ → ℝ} (h : IsExchangePair n v g) :
    exchangeEnergy n v = -∫ r in Ioi (0 : ℝ), g r * g r := by
  obtain ⟨c, hc⟩ := h.g_zero
  obtain ⟨l, hl⟩ := h.rv_infty
  -- integrate the total derivative of (r v) g
  have key : ∫ r in Ioi (0 : ℝ), (g r * g r + 2 * π * (r ^ 2 * n r * v r)) = 0 := by
    refine integral_total_derivative (F := fun s => s * v s * g s) (by simp) ?_ ?_
      (h.int_gg.add (h.int_nv.const_mul (2 * π))) ?_
    · simpa only [zero_mul] using h.rv_zero.mul hc
    · intro r hr
      exact ((h.slope r hr).fun_mul (h.poisson r hr)).congr_deriv (by ring)
    · have ht := (hl.mul h.rg_infty).mul tendsto_inv_atTop_zero
      rw [mul_zero] at ht
      refine ht.congr' ?_
      filter_upwards [eventually_gt_atTop (0 : ℝ)] with r hr
      field_simp
  rw [integral_add h.int_gg (h.int_nv.const_mul (2 * π)), integral_const_mul] at key
  have hE : ∫ r in Ioi (0 : ℝ), 4 * π * r ^ 2 * n r * v r
      = 4 * π * ∫ r in Ioi (0 : ℝ), r ^ 2 * n r * v r := by
    rw [← integral_const_mul]
    exact setIntegral_congr_fun measurableSet_Ioi (fun r _ => by dsimp only; ring)
  rw [exchangeEnergy, hE]
  linear_combination key

end

end ExchangeEnergyEqField
```

Lean reports:

```
Main.lean:61:22: error(lean.invalidField): Invalid field `g_zero`: The environment does not contain `ExchangeEnergyEqField.IsExchangePair.g_zero`, so it is not possible to project the field `g_zero` from an expression
  h
of type `IsExchangePair n v g`
Main.lean:61:9: error: Tactic `rcases` failed: `x✝ : ?m.23` is not an inductive datatype
```

Diagnosis. The first message says that `IsExchangePair` has no field `g_zero`. The second follows from it: with `h.g_zero` not elaborated, its type is unknown and `rcases` has nothing to take apart.

The proof stops there, so later faults go unreported. `rv_infty`, `rv_zero` and `rg_infty` are not fields either, and `integral_total_derivative` has no argument `F` and asks for bounds on its two functions, not a limit at zero. The repair takes a common bound `C` from `h.bounded` and passes the two bounds, `h.decay` and the integrability proof, leaving only the derivative to be checked, as before.

The old `hE` would not have rewritten the energy: its integrand is `4 * π * r ^ 2 * n r * v r`, while the definition has `4 * π * (r ^ 2 * n r * v r)`, and `rw` does not regroup products. With the definition's grouping, `integral_const_mul` takes out `4 * π` directly, so `hE` is dropped. Removing the comment and writing `_` for `(2 * π)` in the later rewrite are mere tidying.

The change, after which it compiles:

```diff
@@ -59,24 +59,12 @@
 theorem exchangeEnergy_eq_field {n v g : ℝ → ℝ} (h : IsExchangePair n v g) :
     exchangeEnergy n v = -∫ r in Ioi (0 : ℝ), g r * g r := by
-  obtain ⟨c, hc⟩ := h.g_zero
-  obtain ⟨l, hl⟩ := h.rv_infty
-  -- integrate the total derivative of (r v) g
+  obtain ⟨C, hC⟩ := h.bounded
   have key : ∫ r in Ioi (0 : ℝ), (g r * g r + 2 * π * (r ^ 2 * n r * v r)) = 0 := by
-    refine integral_total_derivative (F := fun s => s * v s * g s) (by simp) ?_ ?_
-      (h.int_gg.add (h.int_nv.const_mul (2 * π))) ?_
-    · simpa only [zero_mul] using h.rv_zero.mul hc
-    · intro r hr
-      exact ((h.slope r hr).fun_mul (h.poisson r hr)).congr_deriv (by ring)
-    · have ht := (hl.mul h.rg_infty).mul tendsto_inv_atTop_zero
-      rw [mul_zero] at ht
-      refine ht.congr' ?_
-      filter_upwards [eventually_gt_atTop (0 : ℝ)] with r hr
-      field_simp
-  rw [integral_add h.int_gg (h.int_nv.const_mul (2 * π)), integral_const_mul] at key
-  have hE : ∫ r in Ioi (0 : ℝ), 4 * π * r ^ 2 * n r * v r
-      = 4 * π * ∫ r in Ioi (0 : ℝ), r ^ 2 * n r * v r := by
-    rw [← integral_const_mul]
-    exact setIntegral_congr_fun measurableSet_Ioi (fun r _ => by dsimp only; ring)
-  rw [exchangeEnergy, hE]
+    refine integral_total_derivative (fun r hr => (hC r hr).1) (fun r hr => (hC r hr).2)
+      h.decay (h.int_gg.add (h.int_nv.const_mul (2 * π))) ?_
+    intro r hr
+    exact ((h.slope r hr).fun_mul (h.poisson r hr)).congr_deriv (by ring)
+  rw [integral_add h.int_gg (h.int_nv.const_mul _), integral_const_mul] at key
+  rw [exchangeEnergy, integral_const_mul]
   linear_combination key
 
```
